# The stretched Morse curve lies between its cubic and quartic Taylor polynomials

Suppose a bond stretch follows a Morse curve of depth $D$, and the curve is replaced by its Taylor expansion to third order about the minimum. On the stretched side the replacement has a barrier of height $4D/27$, about 15 % of the true dissociation energy, and beyond it the potential drops below the bottom of the well. A classical trajectory with an energy between $4D/27$ and $D$, bound on the Morse curve, can then escape over a barrier that the expansion has created.

The fourth-order term removes this barrier: the quartic truncation has a single stationary point, at equilibrium. It has a definite error too, being too high for every stretched geometry and too low for every compressed one. For a single Morse stretch, this tells someone who runs dynamics or a variational vibrational calculation on a truncated force field whether the truncated potential is too high or too low on each side of the minimum.

```lean
import Mathlib

open Finset

namespace MorseTruncation

noncomputable section
```

## The potential and its expansion

Let $x$ be the displacement from the equilibrium bond length, $D$ the well depth and $a$ the range parameter, an inverse length. The Morse potential is

$$V(x) = D\,\bigl(1 - e^{-ax}\bigr)^2 .$$

The energy is zero at the minimum $x = 0$ and tends to $D$ at dissociation, when $D$ and $a$ are positive. In Lean, `morse D a x` is this expression for real numbers without units. The definition accepts any real `D` and `a`; positivity enters later, as a hypothesis of the theorems that need it.

```lean
/-- The Morse potential with well depth `D` and range parameter `a`, as a function of the
displacement `x` from the minimum. -/
def morse (D a x : ℝ) : ℝ := D * (1 - Real.exp (-(a * x))) ^ 2
```

The truncation of order $N$ is the Taylor polynomial about the minimum,

$$T_N(x) = \sum_{k=0}^{N} \frac{V^{(k)}(0)}{k!}\,x^k .$$

The coefficients in `morseTaylor` are the iterated derivatives of `morse` itself, so the familiar polynomials have to be derived from the potential. The range `N + 1` runs over $k = 0, \dots, N$, which makes `N` the highest power kept.

```lean
/-- The Taylor polynomial of order `N` of the Morse potential about its minimum. -/
def morseTaylor (D a : ℝ) (N : ℕ) (x : ℝ) : ℝ :=
  ∑ k ∈ range (N + 1), iteratedDeriv k (morse D a) 0 / (k.factorial : ℝ) * x ^ k
```

## All derivatives at once

Expanding the square gives $V(x) = D\,(1 - 2e^{-ax} + e^{-2ax})$. Each differentiation multiplies the first exponential by $-a$ and the second by $-2a$, and removes the constant. Hence, for every $n \ge 0$,

$$V^{(n)}(x) = D\,\bigl(0^n - 2(-a)^n e^{-ax} + (-2a)^n e^{-2ax}\bigr),$$

where $0^0 = 1$ keeps the constant term at $n = 0$.

The theorem states this as an equality of functions, for all real `D` and `a`. Its proof is an induction on `n`. The base case writes $e^{-2ax}$ as $e^{-ax}e^{-ax}$ and expands the square. In the inductive step, the auxiliary statement `e` differentiates $e^{-cx}$ for a general $c$, and is used with $c = a$ and $c = 2a$.

```lean
/-- All derivatives of the Morse potential in closed form. -/
theorem iteratedDeriv_morse (D a : ℝ) (n : ℕ) :
    iteratedDeriv n (morse D a) = fun x => D * ((0 : ℝ) ^ n
      - 2 * (-a) ^ n * Real.exp (-(a * x)) + (-(2 * a)) ^ n * Real.exp (-(2 * a * x))) := by
  induction n with
  | zero =>
    rw [iteratedDeriv_zero]
    funext x
    have h : Real.exp (-(2 * a * x)) = Real.exp (-(a * x)) * Real.exp (-(a * x)) := by
      rw [← Real.exp_add]
      congr 1
      ring
    simp only [morse, h, pow_zero]
    ring
  | succ n ih =>
    rw [iteratedDeriv_succ, ih]
    funext x
    have e : ∀ c : ℝ, HasDerivAt (fun x : ℝ => Real.exp (-(c * x)))
        (-c * Real.exp (-(c * x))) x := by
      intro c
      have h := ((hasDerivAt_id' x).const_mul c).fun_neg.exp
      refine h.congr_deriv ?_
      ring
    have h := ((((e a).const_mul (2 * (-a) ^ n)).const_sub ((0 : ℝ) ^ n)).fun_add
      ((e (2 * a)).const_mul ((-(2 * a)) ^ n))).const_mul D
    refine h.deriv.trans ?_
    ring
```

## The cubic and quartic polynomials

At $x = 0$ the formula becomes $V^{(n)}(0) = D\,\bigl(0^n + (-a)^n(2^n - 2)\bigr)$. The values for $n = 0, \dots, 4$ are

$$0,\quad 0,\quad 2Da^2,\quad -6Da^3,\quad 14Da^4 .$$

The third of these is the harmonic force constant. Dividing by the factorials and writing $y = ax$, we get for the third order

$$T_3(x) = D\,(y^2 - y^3).$$

The proof inserts the closed form of the derivatives, writes out the four terms of the sum and simplifies.

```lean
/-- The cubic truncation of the Morse potential is `D (y² - y³)` with `y = a x`. -/
theorem morseTaylor_three (D a x : ℝ) :
    morseTaylor D a 3 x = D * ((a * x) ^ 2 - (a * x) ^ 3) := by
  simp only [morseTaylor, iteratedDeriv_morse, sum_range_succ, sum_range_zero,
    Nat.factorial, mul_zero, neg_zero, Real.exp_zero]
  push_cast
  ring
```

One more term, with coefficient $14/24 = 7/12$, gives

$$T_4(x) = D\,\bigl(y^2 - y^3 + \tfrac{7}{12}y^4\bigr).$$

```lean
/-- The quartic truncation of the Morse potential is `D (y² - y³ + 7y⁴/12)` with `y = a x`. -/
theorem morseTaylor_four (D a x : ℝ) :
    morseTaylor D a 4 x = D * ((a * x) ^ 2 - (a * x) ^ 3 + 7 / 12 * (a * x) ^ 4) := by
  simp only [morseTaylor, iteratedDeriv_morse, sum_range_succ, sum_range_zero,
    Nat.factorial, mul_zero, neg_zero, Real.exp_zero]
  push_cast
  ring
```

## Two polynomial bounds on the decaying exponential

The comparison with the Morse curve needs bounds on $e^{-y}$ for $y \ge 0$:

$$1 - y + \frac{y^2}{2} - \frac{y^3}{6} \;\le\; e^{-y} \;\le\; 1 - y + \frac{y^2}{2}.$$

For the upper bound, start from $e^{t} \ge 1 + t + t^2/2$ for $t \ge 0$. The factor $1 - t + t^2/2 = \tfrac12\bigl((t-1)^2 + 1\bigr)$ is positive, so

$$\Bigl(1 - t + \frac{t^2}{2}\Bigr)e^{t} \;\ge\; \Bigl(1 - t + \frac{t^2}{2}\Bigr)\Bigl(1 + t + \frac{t^2}{2}\Bigr) = 1 + \frac{t^4}{4} \;\ge\; 1 .$$

Dividing by $e^t$ gives the bound, which the proof calls `up`.

For the lower bound, let $g(t) = e^{-t} - (1 - t + t^2/2 - t^3/6)$. Then $g(0) = 0$ and

$$g'(t) = 1 - t + \frac{t^2}{2} - e^{-t} \ge 0 \qquad (t \ge 0)$$

by the upper bound just found. So $g$ does not decrease, and $g(y) \ge 0$. In the proof, `hd` is the derivative of $g$, `hm` its monotonicity on $[0,\infty)$, and `h0` the comparison of $g(0)$ with $g(y)$.

```lean
/-- For `y ≥ 0` the decaying exponential lies between its cubic and its quadratic Taylor
polynomials. -/
theorem exp_neg_bounds {y : ℝ} (hy : 0 ≤ y) :
    1 - y + y ^ 2 / 2 - y ^ 3 / 6 ≤ Real.exp (-y) ∧ Real.exp (-y) ≤ 1 - y + y ^ 2 / 2 := by
  -- upper bound: multiply by `exp y ≥ 1 + y + y²/2`
  have up : ∀ t : ℝ, 0 ≤ t → Real.exp (-t) ≤ 1 - t + t ^ 2 / 2 := by
    intro t ht
    have hp : 0 < 1 - t + t ^ 2 / 2 := by nlinarith [sq_nonneg (t - 1)]
    rw [Real.exp_neg, inv_eq_one_div, div_le_iff₀ (Real.exp_pos t)]
    calc (1 : ℝ) ≤ (1 - t + t ^ 2 / 2) * (1 + t + t ^ 2 / 2) := by
          nlinarith [sq_nonneg (t ^ 2)]
      _ ≤ (1 - t + t ^ 2 / 2) * Real.exp t :=
          mul_le_mul_of_nonneg_left (Real.quadratic_le_exp_of_nonneg ht) hp.le
  refine ⟨?_, up y hy⟩
  -- lower bound: the difference vanishes at `0` and has a nonnegative derivative
  have hd : ∀ t : ℝ, HasDerivAt
      (fun t : ℝ => Real.exp (-t) - (1 - t + t ^ 2 / 2 - t ^ 3 / 6))
      (1 - t + t ^ 2 / 2 - Real.exp (-t)) t := by
    intro t
    have h := (hasDerivAt_id' t).fun_neg.exp.fun_sub
      ((((hasDerivAt_id' t).const_sub 1).fun_add ((hasDerivAt_pow 2 t).div_const 2)).fun_sub
        ((hasDerivAt_pow 3 t).div_const 6))
    refine h.congr_deriv ?_
    push_cast
    ring
  have hm := monotoneOn_of_deriv_nonneg (convex_Ici (0 : ℝ))
    (fun t _ => (hd t).continuousAt.continuousWithinAt)
    (fun t _ => (hd t).differentiableAt.differentiableWithinAt)
    (fun t ht => by
      rw [interior_Ici] at ht
      rw [(hd t).deriv]
      linarith [up t (le_of_lt ht)])
  have h0 := hm (Set.mem_Ici.mpr le_rfl) (Set.mem_Ici.mpr hy) hy
  norm_num at h0
  linarith
```

## The false barrier of the cubic

From here on $D > 0$ and $a > 0$: the curve is a well, and positive $x$ means a stretched bond. At $x = 2/(3a)$, that is $y = 2/3$, the cubic takes the value $D(4/9 - 8/27) = 4D/27$. How far it lies below this value elsewhere follows from the factorisation

$$\frac{4}{27} - y^2 + y^3 = \Bigl(y - \frac23\Bigr)^2\Bigl(y + \frac13\Bigr).$$

The right-hand side is positive when $y > -1/3$ and $y \ne 2/3$, so the barrier top is the strict maximum on $x > -1/(3a)$. At $x = -1/(3a)$ itself the cubic equals $4D/27$ again, on the repulsive wall, so the strict inequality would fail if the range were extended to $x \ge -1/(3a)$.

Beyond $x = 1/a$ we have $y > 1$ and

$$T_3(x) = -D\,y^2(y - 1) < 0 = V(0),$$

which puts the cubic below the bottom of the well. The same expression shows that it decreases without limit as $x$ grows, though the theorem records only the comparison with $V(0)$.

The three parts of `cubic_barrier` are the height, the strict maximum and the fall below the well bottom. In the second part, `h2` is the factorised difference multiplied by `D`; in the third, `h3` is $D\,y^2(y-1) > 0$.

```lean
/-- For `D > 0` and `a > 0`, the cubic truncation has a spurious barrier of height `4D/27` at
`x = 2/(3a)`, its strict maximum on `x > -1/(3a)`, and beyond `x = 1/a` it lies below the bottom of
the well. -/
theorem cubic_barrier {D a : ℝ} (hD : 0 < D) (ha : 0 < a) :
    morseTaylor D a 3 (2 / (3 * a)) = 4 / 27 * D ∧
    (∀ x, -1 / (3 * a) < x → x ≠ 2 / (3 * a) → morseTaylor D a 3 x < 4 / 27 * D) ∧
    (∀ x, 1 / a < x → morseTaylor D a 3 x < morse D a 0) := by
  refine ⟨?_, ?_, ?_⟩
  · have h : a * (2 / (3 * a)) = 2 / 3 := by field_simp
    rw [morseTaylor_three, h]
    ring
  · intro x hx hne
    rw [div_lt_iff₀ (by positivity)] at hx
    have hy : a * x - 2 / 3 ≠ 0 := by
      intro h
      apply hne
      rw [eq_div_iff (by positivity)]
      linarith
    have h1 : 0 < a * x + 1 / 3 := by linarith
    -- 4/27 - y² + y³ = (y - 2/3)² (y + 1/3)
    have h2 : 0 < D * ((a * x - 2 / 3) ^ 2 * (a * x + 1 / 3)) := by positivity
    rw [morseTaylor_three]
    linarith
  · intro x hx
    rw [div_lt_iff₀ ha] at hx
    have h1 : 0 < a * x - 1 := by linarith
    have h2 : 0 < a * x := by linarith
    have h3 : 0 < D * ((a * x) ^ 2 * (a * x - 1)) :=
      mul_pos hD (mul_pos (pow_pos h2 2) h1)
    have h4 : morse D a 0 = 0 := by simp [morse]
    rw [morseTaylor_three, h4]
    linarith
```

## One stationary point for the quartic

Differentiating the quartic with respect to $x$ gives

$$T_4'(x) = D a^2 x\,\Bigl(2 - 3y + \frac73 y^2\Bigr), \qquad 2 - 3y + \frac73 y^2 = \frac73\Bigl(y - \frac{9}{14}\Bigr)^2 + \frac{29}{28} > 0 .$$

The bracket has no real zero, so the derivative vanishes exactly at $x = 0$ and has the sign of $x$ elsewhere. There is no room for a barrier.

The theorem is an equivalence: `deriv (morseTaylor D a 4) x = 0` holds if and only if `x = 0`. The proof computes the derivative in `hd` and shows in `hq` that the bracket is positive, using the square above.

```lean
/-- For `D > 0` and `a > 0`, the only stationary point of the quartic truncation is the equilibrium
position `x = 0`. -/
theorem quartic_stationary_iff {D a : ℝ} (hD : 0 < D) (ha : 0 < a) (x : ℝ) :
    deriv (morseTaylor D a 4) x = 0 ↔ x = 0 := by
  have hf : morseTaylor D a 4 =
      fun x => D * ((a * x) ^ 2 - (a * x) ^ 3 + 7 / 12 * (a * x) ^ 4) :=
    funext (morseTaylor_four D a)
  have hl := (hasDerivAt_id' x).const_mul a
  have h := (((hl.fun_pow 2).fun_sub (hl.fun_pow 3)).fun_add
    ((hl.fun_pow 4).const_mul (7 / 12))).const_mul D
  have hd : deriv (morseTaylor D a 4) x =
      D * a ^ 2 * x * (2 - 3 * (a * x) + 7 / 3 * (a * x) ^ 2) := by
    rw [hf]
    refine h.deriv.trans ?_
    push_cast
    ring
  -- the quadratic factor has no real root
  have hq : 0 < 2 - 3 * (a * x) + 7 / 3 * (a * x) ^ 2 := by
    nlinarith [sq_nonneg (a * x - 9 / 14)]
  rw [hd]
  constructor
  · intro h0
    by_contra hx
    exact mul_ne_zero (mul_ne_zero (by positivity) hx) hq.ne' h0
  · intro hx
    simp [hx]
```

## The order of the three curves

The main theorem says that

$$T_3(x) < V(x) < T_4(x) \quad (x > 0), \qquad T_4(x) < V(x) \quad (x < 0).$$

At $x = 0$ all three curves are zero. Since $D > 0$, it is enough to compare the expressions without the factor $D$, which is what `mul_lt_mul_of_pos_left` does.

**Cubic below Morse, $y > 0$.** If $y < 1$, the upper bound on $e^{-y}$ gives $1 - e^{-y} \ge y - y^2/2 \ge 0$. Squaring,

$$(1 - e^{-y})^2 \ge y^2 - y^3 + \frac{y^4}{4} > y^2 - y^3 .$$

If $y \ge 1$, the cubic is at most zero, while $(1 - e^{-y})^2$ is positive.

**Morse below quartic, $y > 0$.** The lower bound on $e^{-y}$ gives $0 < 1 - e^{-y} \le y - y^2/2 + y^3/6$. Squaring,

$$(1 - e^{-y})^2 \le y^2 - y^3 + \frac{7}{12}y^4 - \frac{y^5(6 - y)}{36},$$

which settles $0 < y < 6$. For $y \ge 6$ the Morse curve is still below its dissociation limit, $(1 - e^{-y})^2 < 1$, whereas $\tfrac{7}{12}y^2 - y \ge 0$ and therefore

$$y^2 - y^3 + \frac{7}{12}y^4 = y^2 + y^2\Bigl(\frac{7}{12}y^2 - y\Bigr) \ge y^2 > 1 .$$

**Quartic below Morse, $y < 0$.** Put $t = -y > 0$. The first four terms of the exponential series give $e^{t} - 1 \ge t + t^2/2 + t^3/6$, and squaring yields

$$(1 - e^{t})^2 \ge t^2 + t^3 + \frac{7}{12}t^4 + \frac{t^5}{6} + \frac{t^6}{36} > t^2 + t^3 + \frac{7}{12}t^4 ,$$

whose right-hand side is the quartic at $y = -t$.

The Lean proof writes `y` for `a * x` on the stretched side and `t` for `-(a * x)` on the compressed side, and follows these cases. The calls to `rcases lt_or_ge` split at $y = 1$ and $y = 6$, `pow_le_pow_left₀` squares the inequalities between non-negative quantities, and `linarith` compares the resulting polynomials.

```lean
/-- For `D > 0` and `a > 0`, the Morse curve lies strictly between its cubic and quartic truncations
on the stretched side `x > 0`, and strictly above the quartic one on the compressed side `x < 0`. -/
theorem morse_between_truncations {D a : ℝ} (hD : 0 < D) (ha : 0 < a) (x : ℝ) :
    (0 < x → morseTaylor D a 3 x < morse D a x ∧ morse D a x < morseTaylor D a 4 x) ∧
    (x < 0 → morseTaylor D a 4 x < morse D a x) := by
  rw [morseTaylor_three, morseTaylor_four, morse]
  refine ⟨fun hx => ?_, fun hx => ?_⟩
  · have hy : 0 < a * x := mul_pos ha hx
    generalize a * x = y at hy ⊢
    obtain ⟨hlo, hup⟩ := exp_neg_bounds hy.le
    have hu : 0 < 1 - Real.exp (-y) := by
      have : Real.exp (-y) < 1 := Real.exp_lt_one_iff.mpr (by linarith)
      linarith
    constructor
    · refine mul_lt_mul_of_pos_left ?_ hD
      rcases lt_or_ge y 1 with h1 | h1
      · have h2 : 0 ≤ y - y ^ 2 / 2 := by nlinarith
        have h3 := pow_le_pow_left₀ h2
          (show y - y ^ 2 / 2 ≤ 1 - Real.exp (-y) by linarith) 2
        linarith [pow_pos hy 4]
      · have h2 : 0 ≤ y ^ 2 * (y - 1) := mul_nonneg (sq_nonneg y) (by linarith)
        linarith [pow_pos hu 2]
    · refine mul_lt_mul_of_pos_left ?_ hD
      rcases lt_or_ge y 6 with h1 | h1
      · -- the squared bound is the quartic minus y⁵ (6 - y) / 36
        have h3 := pow_le_pow_left₀ hu.le
          (show 1 - Real.exp (-y) ≤ y - y ^ 2 / 2 + y ^ 3 / 6 by linarith) 2
        have h4 : 0 < y ^ 5 * (6 - y) := mul_pos (pow_pos hy 5) (by linarith)
        linarith
      · -- far out the quartic exceeds the dissociation limit
        have h2 : (1 - Real.exp (-y)) ^ 2 < 1 := by nlinarith [Real.exp_pos (-y)]
        have h3 : 0 ≤ y ^ 2 - 1 := by nlinarith
        have h4 : 0 ≤ 7 / 12 * y ^ 2 - y := by nlinarith
        linarith [mul_nonneg h3 h4]
  · have ht : 0 < -(a * x) := by linarith [mul_neg_of_pos_of_neg ha hx]
    refine mul_lt_mul_of_pos_left ?_ hD
    have hy : a * x = -(-(a * x)) := by ring
    generalize -(a * x) = t at ht hy ⊢
    rw [hy]
    have h := Real.sum_le_exp_of_nonneg ht.le 4
    simp only [sum_range_succ, sum_range_zero, Nat.factorial] at h
    push_cast at h
    have h1 : t + t ^ 2 / 2 + t ^ 3 / 6 ≤ Real.exp t - 1 := by linarith
    have h2 := pow_le_pow_left₀ (by positivity) h1 2
    linarith [pow_pos ht 5, pow_pos ht 6]

end

end MorseTruncation
```

```lean
#print axioms MorseTruncation.cubic_barrier
-- 'MorseTruncation.cubic_barrier' depends on axioms: [propext, Classical.choice, Quot.sound]
#print axioms MorseTruncation.quartic_stationary_iff
-- 'MorseTruncation.quartic_stationary_iff' depends on axioms: [propext, Classical.choice, Quot.sound]
#print axioms MorseTruncation.morse_between_truncations
-- 'MorseTruncation.morse_between_truncations' depends on axioms: [propext, Classical.choice, Quot.sound]
```

## The sign of the range parameter, and the reach of the bounds

The ordering needs more than $a \ne 0$. Take $D = 1$, $a = -1$ and $x = 1$, so that $y = -1$. Then $V = (e - 1)^2 \approx 2.95$, but $T_4 = 31/12 \approx 2.58$, and the inequality $V < T_4$ fails at a positive $x$. A negative $a$ reflects the curve, and its steep wall then lies at positive $x$.

The theorems compare potential curves in one dimension, without rotation or coupling to other modes, and for exact Morse parameters. On the stretched side they also limit the size of the truncation error: the Morse curve lies between the two polynomials, so each of them is wrong by less than their difference, $\tfrac{7}{12}D(ax)^4$. On the compressed side they give the sign of the error but no upper bound on its size. These inequalities do not by themselves order the vibrational levels of the quartic and Morse potentials, because the quartic is higher on one side of the minimum and lower on the other.
